# The unique maximum of the Doniach-Sunjic profile for asymmetry 0 ≤ a < 1

## Profile, energy axis and peak position

All quantities are real numbers. The profile models a core-level photoemission line of a metal. The energy $E$ is measured from the threshold, which is the photoelectron energy when no electron-hole pairs are excited. It has the same units as the width $g>0$, which represents the lifetime broadening of the core hole. The dimensionless asymmetry $a$ represents the strength with which the suddenly created hole excites low-energy electron-hole pairs in a metal.

In Lean 4 with Mathlib:

```lean
import Mathlib

open scoped Real

namespace DoniachSunjic

noncomputable section
```

The phase of the line is $\varphi(E)=\pi a/2+(1-a)\arctan(E/g)$, with the arctangent between $-\pi/2$ and $\pi/2$.

```lean
/-- The phase of the Doniach-Sunjic line at energy `E`, for asymmetry `a` and width `g ≠ 0`. -/
def phase (a g E : ℝ) : ℝ := π * a / 2 + (1 - a) * Real.arctan (E / g)
```

The profile is $f(E)=\cos\varphi(E)/(E^2+g^2)^{(1-a)/2}$, without the usual prefactor $\Gamma(1-a)$, which for $a<1$ is a positive constant and does not move the maximum. With this sign of $E$ the slow tail for $0<a<1$ lies at negative energy. The electron-hole pairs that form this tail take their energy from the emitted photoelectron, so $E$ increases with the photoelectron's kinetic energy.

```lean
/-- The Doniach-Sunjic profile at energy `E`, for asymmetry `a` and width `g > 0`. -/
def profile (a g E : ℝ) : ℝ :=
  Real.cos (phase a g E) / (E ^ 2 + g ^ 2) ^ ((1 - a) / 2)
```

The displacement of the maximum is governed by the angle $\delta=\pi a/(2(2-a))$, called `shiftAngle`.

```lean
/-- The angle that fixes the displacement of the peak, for asymmetry `0 ≤ a < 1`. -/
def shiftAngle (a : ℝ) : ℝ := π * a / (2 * (2 - a))
```

The candidate for the maximum is $E_{\rm p}=-g\tan\delta$.

```lean
/-- The peak energy `-g tan(πa/(2(2-a)))`, for asymmetry `0 ≤ a < 1` and width `g`. -/
def peak (a g : ℝ) : ℝ := -g * Real.tan (shiftAngle a)
```

The formula for $f$ is taken as given and not derived from a many-electron model. It describes a single line, without instrumental broadening or background. For such a line, the results below convert a fitted threshold energy into the energy of the visible maximum.

## The slope as a single sine

Let $\theta=\arctan(E/g)$ and $r=\sqrt{E^2+g^2}$. With $t=E/g$, we have $r=g\sqrt{1+t^2}$, $\cos\theta=1/\sqrt{1+t^2}$ and $\sin\theta=t/\sqrt{1+t^2}$. Hence
$$r\cos\theta=g,\qquad r\sin\theta=E.$$

```lean
/-- Width and energy are the horizontal and vertical components of a vector of length `√(E² + g²)`
at angle `arctan (E/g)`. -/
theorem polar_form {g : ℝ} (hg : 0 < g) (E : ℝ) :
    √(E ^ 2 + g ^ 2) * Real.cos (Real.arctan (E / g)) = g ∧
    √(E ^ 2 + g ^ 2) * Real.sin (Real.arctan (E / g)) = E := by
  have hg0 : g ≠ 0 := hg.ne'
  have h : E = g * (E / g) := by field_simp
  generalize E / g = t at h ⊢
  subst h
  have e : (g * t) ^ 2 + g ^ 2 = g ^ 2 * (1 + t ^ 2) := by ring
  have hr : 0 < √(1 + t ^ 2) := by positivity
  rw [e, Real.sqrt_mul (sq_nonneg g), Real.sqrt_sq hg.le, Real.cos_arctan, Real.sin_arctan]
  generalize √(1 + t ^ 2) = r at hr ⊢
  constructor <;> field_simp
```

Now $f=r^{-(1-a)}\cos\varphi$, with $\theta'=g/r^2$ and $r'=E/r$. The product rule gives
$$f'=-(1-a)\,r^{-(3-a)}\,(g\sin\varphi+E\cos\varphi).$$
Inserting the polar form and using the addition theorem,
$$f'=-(1-a)\,\frac{\sin(\varphi+\theta)}{r^{2-a}},\qquad \varphi+\theta=\frac{\pi a}{2}+(2-a)\theta.$$

`HasDerivAt` states that the derivative exists and has this value, here for every real $a$. In the proof, `hcos` and `hpow` differentiate the two factors, `h1` and `h2` write all powers in terms of $r^{-(3-a)}$, and `h3` is the addition theorem. The final `linear_combination` inserts the polar form.

```lean
/-- The slope of the profile is `-(1-a)` times a single sine, divided by a power of `E² + g²`. -/
theorem hasDerivAt_profile (a : ℝ) {g : ℝ} (hg : 0 < g) (E : ℝ) :
    HasDerivAt (profile a g)
      (-(1 - a) * Real.sin (π * a / 2 + (2 - a) * Real.arctan (E / g)) /
        (E ^ 2 + g ^ 2) ^ ((2 - a) / 2)) E := by
  have hs : 0 < E ^ 2 + g ^ 2 := by positivity
  obtain ⟨hc, hsn⟩ := polar_form hg E
  -- derivatives of the phase factor and of the power
  have harc : HasDerivAt (fun x : ℝ => Real.arctan (x / g)) (g / (E ^ 2 + g ^ 2)) E := by
    refine ((hasDerivAt_id' E).div_const g).arctan.congr_deriv ?_
    field_simp
    ring
  have hcos : HasDerivAt (fun x : ℝ => Real.cos (phase a g x))
      (-Real.sin (phase a g E) * ((1 - a) * (g / (E ^ 2 + g ^ 2)))) E :=
    ((harc.const_mul (1 - a)).const_add (π * a / 2)).cos
  have hbase : HasDerivAt (fun x : ℝ => x ^ 2 + g ^ 2) (2 * E) E := by
    simpa using (hasDerivAt_pow 2 E).add_const (g ^ 2)
  have hpow : HasDerivAt (fun x : ℝ => (x ^ 2 + g ^ 2) ^ (-((1 - a) / 2)))
      (2 * E * (-((1 - a) / 2)) * (E ^ 2 + g ^ 2) ^ (-((1 - a) / 2) - 1)) E :=
    hbase.rpow_const (Or.inl hs.ne')
  have hf : profile a g =
      fun x : ℝ => Real.cos (phase a g x) * (x ^ 2 + g ^ 2) ^ (-((1 - a) / 2)) := by
    funext x
    rw [profile, Real.rpow_neg (show 0 ≤ x ^ 2 + g ^ 2 by positivity)]
    exact div_eq_mul_inv _ _
  -- all powers are expressed through one of them
  have h1 : (E ^ 2 + g ^ 2) ^ (-((1 - a) / 2)) =
      (E ^ 2 + g ^ 2) ^ (-((1 - a) / 2) - 1) * (E ^ 2 + g ^ 2) := by
    rw [← Real.rpow_add_one hs.ne']
    congr 1
    ring
  have h2 : ((E ^ 2 + g ^ 2) ^ ((2 - a) / 2))⁻¹ =
      (E ^ 2 + g ^ 2) ^ (-((1 - a) / 2) - 1) * √(E ^ 2 + g ^ 2) := by
    rw [Real.sqrt_eq_rpow, ← Real.rpow_add hs, ← Real.rpow_neg hs.le]
    congr 1
    ring
  have h3 : Real.sin (π * a / 2 + (2 - a) * Real.arctan (E / g)) =
      Real.sin (phase a g E) * Real.cos (Real.arctan (E / g)) +
      Real.cos (phase a g E) * Real.sin (Real.arctan (E / g)) := by
    rw [← Real.sin_add]
    congr 1
    simp only [phase]
    ring
  have hgs : g / (E ^ 2 + g ^ 2) * (E ^ 2 + g ^ 2) = g := div_mul_cancel₀ g hs.ne'
  rw [hf, h3, div_eq_mul_inv _ ((E ^ 2 + g ^ 2) ^ ((2 - a) / 2)), h2]
  refine (hcos.fun_mul hpow).congr_deriv ?_
  rw [h1]
  generalize (E ^ 2 + g ^ 2) ^ (-((1 - a) / 2) - 1) = P
  linear_combination (-(1 - a) * Real.sin (phase a g E) * P) * hgs +
    ((1 - a) * P * Real.sin (phase a g E)) * hc +
    ((1 - a) * P * Real.cos (phase a g E)) * hsn
```

## Signs on the two sides of the peak

From here on $0\le a<1$, except in the last result. The definition of $\delta$ gives $(2-a)\delta=\pi a/2$. Moreover $0\le\delta<\pi/2$, because $a<2-a$. The arctangent therefore inverts the tangent at $-\delta$, and the peak energy has polar angle $\theta=-\delta$.

```lean
/-- For `0 ≤ a < 1` the shift angle lies in `[0, π/2)`, it solves `(2-a)δ = πa/2`, and
the peak energy has polar angle `-δ`. -/
theorem shiftAngle_spec {a g : ℝ} (hg : 0 < g) (h0 : 0 ≤ a) (h1 : a < 1) :
    0 ≤ shiftAngle a ∧ shiftAngle a < π / 2 ∧ (2 - a) * shiftAngle a = π * a / 2 ∧
    Real.arctan (peak a g / g) = -shiftAngle a := by
  have hp := Real.pi_pos
  have h2 : 0 < 2 - a := by linarith
  have hn : 0 ≤ shiftAngle a := by unfold shiftAngle; positivity
  have hl : shiftAngle a < π / 2 := by
    unfold shiftAngle
    rw [div_lt_iff₀ (by linarith)]
    nlinarith [mul_pos hp (sub_pos.2 h1)]
  refine ⟨hn, hl, ?_, ?_⟩
  · have h2' : 2 - a ≠ 0 := h2.ne'
    unfold shiftAngle
    field_simp
  · have hg0 : g ≠ 0 := hg.ne'
    have e : peak a g / g = Real.tan (-shiftAngle a) := by
      rw [Real.tan_neg, peak]
      field_simp
    rw [e, Real.arctan_tan (by linarith) (by linarith)]
```

The argument of the sine is thus $(2-a)(\theta+\delta)$. Below the peak $-\pi/2<\theta<-\delta$, so the argument lies between $-\pi(1-a)\ge-\pi$ and $0$; the sine is negative and $f'>0$. Above the peak $-\delta<\theta<\pi/2$, so the argument lies between $0$ and $\pi$, and $f'<0$.

The theorem states strict monotonicity on the closed half-lines `Set.Iic` and `Set.Ici` that meet at the peak. The proof takes the order of the angles from `Real.arctan_strictMono`, and `nlinarith` supplies the bounds on the argument.

```lean
/-- For `0 ≤ a < 1` the profile rises strictly up to the peak energy and falls strictly beyond it.
-/
theorem profile_flanks {a g : ℝ} (hg : 0 < g) (h0 : 0 ≤ a) (h1 : a < 1) :
    StrictMonoOn (profile a g) (Set.Iic (peak a g)) ∧
    StrictAntiOn (profile a g) (Set.Ici (peak a g)) := by
  obtain ⟨-, -, hd, hpk⟩ := shiftAngle_spec hg h0 h1
  have h2 : 0 < 2 - a := by linarith
  have hpa : 0 ≤ π * a := mul_nonneg Real.pi_pos.le h0
  constructor
  · refine strictMonoOn_of_deriv_pos (convex_Iic _)
      (fun x _ => (hasDerivAt_profile a hg x).continuousAt.continuousWithinAt) ?_
    intro x hx
    rw [interior_Iic] at hx
    have hx' : x < peak a g := hx
    have ht : Real.arctan (x / g) < Real.arctan (peak a g / g) :=
      Real.arctan_strictMono (by gcongr)
    rw [hpk] at ht
    have hb := Real.neg_pi_div_two_lt_arctan (x / g)
    rw [(hasDerivAt_profile a hg x).deriv]
    -- below the peak the sine is negative
    refine div_pos (mul_pos_of_neg_of_neg (by linarith) ?_)
      (Real.rpow_pos_of_pos (by positivity) _)
    apply Real.sin_neg_of_neg_of_neg_pi_lt
    · nlinarith [mul_pos h2 (sub_pos.2 ht)]
    · nlinarith [mul_pos h2 (sub_pos.2 hb)]
  · refine strictAntiOn_of_deriv_neg (convex_Ici _)
      (fun x _ => (hasDerivAt_profile a hg x).continuousAt.continuousWithinAt) ?_
    intro x hx
    rw [interior_Ici] at hx
    have hx' : peak a g < x := hx
    have ht : Real.arctan (peak a g / g) < Real.arctan (x / g) :=
      Real.arctan_strictMono (by gcongr)
    rw [hpk] at ht
    have hb := Real.arctan_lt_pi_div_two (x / g)
    rw [(hasDerivAt_profile a hg x).deriv]
    -- above the peak the sine is positive
    refine div_neg_of_neg_of_pos (mul_neg_of_neg_of_pos (by linarith) ?_)
      (Real.rpow_pos_of_pos (by positivity) _)
    apply Real.sin_pos_of_pos_of_lt_pi
    · nlinarith [mul_pos h2 (sub_pos.2 ht)]
    · nlinarith [mul_pos h2 (sub_pos.2 hb)]
```

## The maximum and its height

Any $E\ne E_{\rm p}$ lies on one of the strict flanks, so $f(E)<f(E_{\rm p})$; this is `key` in the proof. An energy is therefore a global maximiser if and only if it equals $E_{\rm p}$, which gives existence and uniqueness together. Since $\pi/(2-a)=\delta+\pi/2$ and $\cot(\delta+\pi/2)=-\tan\delta$, also
$$E_{\rm p}=g\cot\frac{\pi}{2-a}.$$

```lean
/-- For `0 ≤ a < 1` an energy is a global maximiser of the Doniach-Sunjic profile exactly when it is
the peak energy, which also equals `g cot(π/(2-a))`. -/
theorem isMax_iff_eq_peak {a g : ℝ} (hg : 0 < g) (h0 : 0 ≤ a) (h1 : a < 1) :
    (∀ E, (∀ E', profile a g E' ≤ profile a g E) ↔ E = peak a g) ∧
    peak a g = g * Real.cot (π / (2 - a)) := by
  obtain ⟨hup, hdown⟩ := profile_flanks hg h0 h1
  have key : ∀ E, E ≠ peak a g → profile a g E < profile a g (peak a g) := by
    intro E hE
    rcases lt_or_gt_of_ne hE with h | h
    · exact hup (Set.mem_Iic.2 h.le) (Set.mem_Iic.2 le_rfl) h
    · exact hdown (Set.mem_Ici.2 le_rfl) (Set.mem_Ici.2 h.le) h
  refine ⟨fun E => ⟨fun h => ?_, fun h E' => ?_⟩, ?_⟩
  · by_contra hE
    exact not_le_of_gt (key E hE) (h _)
  · subst h
    by_cases hE : E' = peak a g
    · rw [hE]
    · exact (key E' hE).le
  · -- the two angles differ by a quarter turn
    have h2 : 2 - a ≠ 0 := by linarith
    have e : π / (2 - a) = shiftAngle a + π / 2 := by
      rw [div_eq_iff h2]
      linear_combination -(shiftAngle_spec hg h0 h1).2.2.1
    rw [e, Real.cot_eq_cos_div_sin, Real.cos_add_pi_div_two, Real.sin_add_pi_div_two,
      peak, Real.tan_eq_sin_div_cos]
    ring
```

At the peak $\varphi=(2-a)\delta-(1-a)\delta=\delta$ and $r=g/\cos\delta$, so
$$f(E_{\rm p})=\cos\delta\left(\frac{\cos\delta}{g}\right)^{1-a}=\frac{(\cos\delta)^{2-a}}{g^{1-a}}.$$

```lean
/-- For `0 ≤ a < 1` the height of the peak is `(cos δ)^(2-a) / g^(1-a)`, with `δ` the shift angle.
-/
theorem profile_peak {a g : ℝ} (hg : 0 < g) (h0 : 0 ≤ a) (h1 : a < 1) :
    profile a g (peak a g) = Real.cos (shiftAngle a) ^ (2 - a) / g ^ (1 - a) := by
  obtain ⟨hn, hl, hd, hpk⟩ := shiftAngle_spec hg h0 h1
  have hc : 0 < Real.cos (shiftAngle a) :=
    Real.cos_pos_of_mem_Ioo ⟨by linarith [Real.pi_pos], hl⟩
  have hph : phase a g (peak a g) = shiftAngle a := by
    rw [phase, hpk]
    linear_combination -hd
  have hr := (polar_form hg (peak a g)).1
  rw [hpk, Real.cos_neg] at hr
  have hs : ((peak a g) ^ 2 + g ^ 2) ^ ((1 - a) / 2) =
      (g / Real.cos (shiftAngle a)) ^ (1 - a) := by
    rw [← (eq_div_iff hc.ne').2 hr, Real.sqrt_eq_rpow, ← Real.rpow_mul (by positivity)]
    congr 1
    ring
  have hp : Real.cos (shiftAngle a) ^ (2 - a) =
      Real.cos (shiftAngle a) ^ (1 - a) * Real.cos (shiftAngle a) := by
    rw [← Real.rpow_add_one hc.ne']
    congr 1
    ring
  rw [profile, hph, hs, Real.div_rpow hg.le hc.le, hp, div_div_eq_mul_div, mul_comm]
```

For $a>0$ the angle $\delta$ lies strictly between $0$ and $\pi/2$. Its tangent is positive, and the peak lies below the threshold on this energy axis. On an axis of binding energy, which runs the other way, it lies above the threshold by the same amount.

```lean
/-- For asymmetry `0 < a < 1` the peak lies at negative energy. -/
theorem peak_neg {a g : ℝ} (hg : 0 < g) (h0 : 0 < a) (h1 : a < 1) : peak a g < 0 := by
  have hd : 0 < shiftAngle a :=
    div_pos (mul_pos Real.pi_pos h0) (by linarith)
  exact mul_neg_of_neg_of_pos (neg_lt_zero.2 hg)
    (Real.tan_pos_of_pos_of_lt_pi_div_two hd (shiftAngle_spec hg h0.le h1).2.1)
```

## The limiting asymmetries

At $a=0$ the phase is $\theta$, and $f=\cos\theta/r=g/r^2$. This is a Lorentzian centred at the threshold, with half-width $g$ at half maximum.

```lean
/-- Without asymmetry the profile is the Lorentzian `g / (E² + g²)`. -/
theorem profile_zero {g : ℝ} (hg : 0 < g) (E : ℝ) :
    profile 0 g E = g / (E ^ 2 + g ^ 2) := by
  have hs : 0 < E ^ 2 + g ^ 2 := by positivity
  have e : profile 0 g E = Real.cos (Real.arctan (E / g)) / √(E ^ 2 + g ^ 2) := by
    rw [Real.sqrt_eq_rpow]
    simp [profile, phase]
  rw [e, div_eq_div_iff (Real.sqrt_pos.2 hs).ne' hs.ne']
  linear_combination √(E ^ 2 + g ^ 2) * (polar_form hg E).1 -
    Real.cos (Real.arctan (E / g)) * Real.mul_self_sqrt hs.le
```

At $a=1$ the phase is $\pi/2$ at every energy and the profile vanishes identically. Every energy is then a maximiser of $f$, so uniqueness fails at this endpoint. The vanishing is due to the omission of the prefactor $\Gamma(1-a)$, which diverges as $a\to1$ from below. With it, the profile tends to $\pi/2-\arctan(E/g)$, a broadened step without a maximum.

```lean
/-- At asymmetry `a = 1` the profile vanishes at every energy. -/
theorem profile_one (g E : ℝ) : profile 1 g E = 0 := by
  simp [profile, phase]

end

end DoniachSunjic
```

```lean
#print axioms DoniachSunjic.isMax_iff_eq_peak
#print axioms DoniachSunjic.peak_neg
#print axioms DoniachSunjic.profile_zero
#print axioms DoniachSunjic.profile_one
```

```
'DoniachSunjic.isMax_iff_eq_peak' depends on axioms: [propext, Classical.choice, Quot.sound]
'DoniachSunjic.peak_neg' depends on axioms: [propext, Classical.choice, Quot.sound]
'DoniachSunjic.profile_zero' depends on axioms: [propext, Classical.choice, Quot.sound]
'DoniachSunjic.profile_one' depends on axioms: [propext, Classical.choice, Quot.sound]
```
